# For a Hermitian Involution, the Sector Coupling Has Half the Norm of the Commutator

Restricting a Hamiltonian $H$ to the sectors of an approximate two-valued symmetry $S$ discards the terms that couple them. Here the size of the discarded part is measured in the operator norm, which bounds its effect on any normalised state. $H$ and $S$ are elements of a complex normed algebra with an adjoint satisfying $\|x^\dagger x\|=\|x\|^2$, such as complex matrices with the spectral norm or bounded operators on a Hilbert space.

## From the commutator to the discarded block

Let $H$ and $S$ be Hermitian with $S^2=1$, as for a reflection or a Pauli string. Put $P=(1+S)/2$, $Q=1-P$ and $X=PHQ$. The claim is

$$\|PHQ\|=\tfrac12\|HS-SH\|.$$

Since $P^2=(1+2S+S^2)/4=P$, we have $PQ=QP=0$. The part of $H$ that is kept is

$$D=PHP+QHQ=\tfrac12(H+SHS).$$

Using $S^2=1$, the discarded part is

$$H-D=\tfrac12(H-SHS)=\tfrac12(HS-SH)S.$$

For any $K$, $(KS)(KS)^\dagger=KS^2K^\dagger=KK^\dagger$, so $\|KS\|=\|K\|$. Hence $\|H-D\|=\frac12\|HS-SH\|$.

Expanding $H=(P+Q)H(P+Q)$ also gives $H-D=X+X^\dagger$, with $X^\dagger=QHP$. It remains to show $\|X+X^\dagger\|=\|X\|$.

Because $X^2=PH(QP)HQ=0$,

$$(X+X^\dagger)^2=a+b,\qquad a=XX^\dagger,\quad b=X^\dagger X.$$

Both terms are Hermitian with norm $c=\|X\|^2$, and $ab=ba=0$. Repeated squaring produces no cross terms, so

$$\|a+b\|^{2^n}=\|a^{2^n}+b^{2^n}\|\le 2c^{2^n}.$$

Taking $2^n$-th roots and letting $n\to\infty$ gives $\|a+b\|\le c$. Conversely, $a(a+b)=a^2$ gives $\|a\|^2\le\|a\|\,\|a+b\|$, hence $c\le\|a+b\|$ (trivially if $a=0$). So $\|X+X^\dagger\|^2=\|X\|^2$.

## Sectors and blocks in Lean

```lean
import Mathlib

open scoped Matrix.Norms.L2Operator

namespace ApproximateSymmetryTapering

noncomputable section
```

The projector $P$ is `sectorProj S`.

```lean
/-- The projector `P = (1 + S)/2` onto the sector `S = +1` of an involution `S`. -/
def sectorProj {A : Type*} [Ring A] [Algebra ℂ A] (S : A) : A :=
  (1 / 2 : ℂ) • (1 + S)
```

The coupling $X$ is `sectorCoupling S H`, with the symmetry as first argument.

```lean
/-- The block `P H (1 - P)` of the Hamiltonian that couples the two sectors of `S`. -/
def sectorCoupling {A : Type*} [Ring A] [Algebra ℂ A] (S H : A) : A :=
  sectorProj S * H * (1 - sectorProj S)
```

$D$ is `blockDiagonal S H`. It keeps both sectors at full dimension; qubit tapering, which gives the namespace its name, also fixes one sector and removes a qubit.

```lean
/-- The block-diagonal part `P H P + (1 - P) H (1 - P)` of `H`, which keeps only the blocks inside
the sectors. -/
def blockDiagonal {A : Type*} [Ring A] [Algebra ℂ A] (S H : A) : A :=
  sectorProj S * H * sectorProj S + (1 - sectorProj S) * H * (1 - sectorProj S)
```

## Orthogonal terms and the $C^*$-identity

The central device is the class `CStarRing`, which supplies $\|x^\dagger x\|=\|x\|^2$. For Hermitian $x$ this becomes $\|x^2\|=\|x\|^2$, the local fact `hsa`, which turns algebraic squaring into squaring of norms.

The induction `key` applies its hypothesis to $a^2$, $b^2$ and $c^2$. Lean replaces the limit by a contradiction: if $c<\|a+b\|$, some power of the ratio $c/\|a+b\|$ falls below $1/2$, which violates `key`.

```lean
variable {A : Type*} [NormedRing A] [StarRing A] [CStarRing A]

/-- If two self-adjoint operators have vanishing products in both orders and norms at most `c`,
their sum has norm at most `c`. -/
theorem norm_add_le_of_orthogonal {a b : A} {c : ℝ} (ha : star a = a) (hb : star b = b)
    (hab : a * b = 0) (hba : b * a = 0) (hac : ‖a‖ ≤ c) (hbc : ‖b‖ ≤ c) :
    ‖a + b‖ ≤ c := by
  have hsa : ∀ x : A, star x = x → ‖x * x‖ = ‖x‖ ^ 2 := by
    intro x hx
    have h := CStarRing.norm_star_mul_self (x := x)
    rw [hx] at h
    rw [h, sq]
  -- repeated squaring keeps the two terms orthogonal
  have key : ∀ (n : ℕ) (a b : A) (c : ℝ), star a = a → star b = b → a * b = 0 → b * a = 0 →
      ‖a‖ ≤ c → ‖b‖ ≤ c → ‖a + b‖ ^ (2 ^ n) ≤ 2 * c ^ (2 ^ n) := by
    intro n
    induction n with
    | zero =>
      intro a b c _ _ _ _ hac hbc
      simp only [pow_zero, pow_one]
      linarith [norm_add_le a b]
    | succ n ih =>
      intro a b c ha hb hab hba hac hbc
      have hsq : (a + b) * (a + b) = a * a + b * b := by
        rw [add_mul, mul_add, mul_add, hab, hba, add_zero, zero_add]
      have hn : ‖a * a + b * b‖ = ‖a + b‖ ^ 2 := by
        rw [← hsq, hsa (a + b) (by rw [star_add, ha, hb])]
      have h1 : a * a * (b * b) = 0 := by
        calc a * a * (b * b) = a * (a * b) * b := by simp only [mul_assoc]
          _ = 0 := by rw [hab, mul_zero, zero_mul]
      have h2 : b * b * (a * a) = 0 := by
        calc b * b * (a * a) = b * (b * a) * a := by simp only [mul_assoc]
          _ = 0 := by rw [hba, mul_zero, zero_mul]
      have h := ih (a * a) (b * b) (c ^ 2) (by rw [star_mul, ha]) (by rw [star_mul, hb]) h1 h2
        (by rw [hsa a ha]; exact pow_le_pow_left₀ (norm_nonneg a) hac 2)
        (by rw [hsa b hb]; exact pow_le_pow_left₀ (norm_nonneg b) hbc 2)
      rw [hn, ← pow_mul, ← pow_mul] at h
      rwa [pow_succ' (2 : ℕ) n]
  -- the factor 2 cannot compensate a ratio of norms above one
  by_contra hlt
  have h := not_le.1 hlt
  have hc : 0 ≤ c := (norm_nonneg a).trans hac
  have hr : 0 < ‖a + b‖ := lt_of_le_of_lt hc h
  have hq : c / ‖a + b‖ < 1 := (div_lt_one hr).2 h
  obtain ⟨N, hN⟩ := exists_pow_lt_of_lt_one (show (0 : ℝ) < 1 / 2 by norm_num) hq
  have h2 : (c / ‖a + b‖) ^ (2 ^ N) ≤ (c / ‖a + b‖) ^ N :=
    pow_le_pow_of_le_one (div_nonneg hc hr.le) hq.le (Nat.lt_two_pow_self).le
  have h3 := lt_of_le_of_lt h2 hN
  rw [div_pow, div_lt_iff₀ (pow_pos hr _)] at h3
  linarith [key N a b c ha hb hab hba hac hbc]
```

The next lemma gives $\|X+X^\dagger\|=\|X\|$ whenever $X^2=0$; `hle` and `hge` are the two inequalities above.

```lean
/-- An operator `X` with `X² = 0` has the same norm as the Hermitian operator `X + X*`. -/
theorem norm_add_star_of_sq_zero {X : A} (hX : X * X = 0) : ‖X + star X‖ = ‖X‖ := by
  have hX' : star X * star X = 0 := by rw [← star_mul, hX, star_zero]
  have hY : ‖X + star X‖ ^ 2 = ‖X * star X + star X * X‖ := by
    have h := CStarRing.norm_star_mul_self (x := X + star X)
    rw [star_add, star_star, add_comm (star X) X] at h
    rw [sq, ← h, add_mul, mul_add, mul_add, hX, hX', zero_add, add_zero]
  have ha : ‖X * star X‖ = ‖X‖ ^ 2 := by rw [CStarRing.norm_self_mul_star, sq]
  have hb : ‖star X * X‖ = ‖X‖ ^ 2 := by rw [CStarRing.norm_star_mul_self, sq]
  have hsa : star (X * star X) = X * star X := by rw [star_mul, star_star]
  have hab : X * star X * (star X * X) = 0 := by
    calc X * star X * (star X * X) = X * (star X * star X) * X := by simp only [mul_assoc]
      _ = 0 := by rw [hX', mul_zero, zero_mul]
  have hba : star X * X * (X * star X) = 0 := by
    calc star X * X * (X * star X) = star X * (X * X) * star X := by simp only [mul_assoc]
      _ = 0 := by rw [hX, mul_zero, zero_mul]
  have hle := norm_add_le_of_orthogonal hsa (by rw [star_mul, star_star]) hab hba ha.le hb.le
  have hge : ‖X‖ ^ 2 ≤ ‖X * star X + star X * X‖ := by
    have h1 := CStarRing.norm_star_mul_self (x := X * star X)
    have h2 := norm_mul_le (X * star X) (X * star X + star X * X)
    rw [mul_add, hab, add_zero] at h2
    rw [hsa] at h1
    rw [h1] at h2
    rcases (norm_nonneg (X * star X)).eq_or_lt with h0 | h0
    · rw [← ha, ← h0]
      exact norm_nonneg _
    · rw [← ha]
      exact le_of_mul_le_mul_left h2 h0
  exact (sq_eq_sq₀ (norm_nonneg _) (norm_nonneg _)).1 (hY.trans (le_antisymm hle hge))
```

## The commutator identity

Idempotence of $P$ follows by expansion.

```lean
variable [NormedAlgebra ℂ A]

omit [StarRing A] [CStarRing A] in
/-- For an involution `S`, the operator `P = (1 + S)/2` is idempotent. -/
theorem sectorProj_mul_self {S : A} (hS2 : S * S = 1) :
    sectorProj S * sectorProj S = sectorProj S := by
  unfold sectorProj
  simp only [smul_mul_assoc, mul_smul_comm, add_mul, mul_add, one_mul, mul_one, hS2]
  module
```

In the next proof, `hid` is the formula for $H-D$ and `hu` is the invariance $\|KS\|=\|K\|$. This step does not need $H$ to be Hermitian.

```lean
/-- For a Hermitian involution `S`, the norm of the part of `H` that couples the sectors is half the
norm of the commutator of `H` and `S`. -/
theorem norm_sub_blockDiagonal {S : A} (H : A) (hS : IsSelfAdjoint S) (hS2 : S * S = 1) :
    ‖H - blockDiagonal S H‖ = ‖H * S - S * H‖ / 2 := by
  have hid : H - blockDiagonal S H = (1 / 2 : ℂ) • ((H * S - S * H) * S) := by
    have hQ : 1 - sectorProj S = (1 / 2 : ℂ) • (1 - S) := by
      unfold sectorProj
      module
    rw [blockDiagonal, hQ, sectorProj]
    simp only [smul_mul_assoc, mul_smul_comm, add_mul, mul_add, sub_mul, mul_sub,
      one_mul, mul_one, mul_assoc, hS2]
    module
  -- multiplication by the unitary S preserves the norm
  have hu : ∀ K : A, ‖K * S‖ = ‖K‖ := by
    intro K
    have h : K * S * star (K * S) = K * star K := by
      rw [star_mul, hS.star_eq, mul_assoc, ← mul_assoc S S, hS2, one_mul]
    apply (sq_eq_sq₀ (norm_nonneg _) (norm_nonneg _)).1
    rw [sq, sq, ← CStarRing.norm_self_mul_star, h, CStarRing.norm_self_mul_star]
  have hhalf : ‖(1 / 2 : ℂ)‖ = 1 / 2 := by norm_num
  rw [hid, norm_smul, hu, hhalf]
  ring
```

The adjoint of $PHQ$ is $QHP$.

```lean
variable [StarModule ℂ A]

omit [CStarRing A] in
/-- For Hermitian `H` and `S`, the adjoint of the coupling `P H (1 - P)` is the reverse
coupling `(1 - P) H P`. -/
theorem star_sectorCoupling {S H : A} (hH : IsSelfAdjoint H) (hS : IsSelfAdjoint S) :
    star (sectorCoupling S H) = (1 - sectorProj S) * H * sectorProj S := by
  have hhalf : star (1 / 2 : ℂ) = 1 / 2 := by simp
  have hP : star (sectorProj S) = sectorProj S := by
    rw [sectorProj, star_smul, star_add, star_one, hS.star_eq, hhalf]
  rw [sectorCoupling, star_mul, star_mul, star_sub, star_one, hP, hH.star_eq, mul_assoc]
```

The main theorem combines $X^2=0$ (`hX`) with $H-D=X+X^\dagger$ (`hsplit`).

```lean
/-- For a Hermitian `H` and a Hermitian involution `S`, the norm of the sector coupling
`P H (1 - P)` is half the norm of the commutator of `H` and `S`. -/
theorem norm_sectorCoupling {S H : A} (hH : IsSelfAdjoint H) (hS : IsSelfAdjoint S)
    (hS2 : S * S = 1) : ‖sectorCoupling S H‖ = ‖H * S - S * H‖ / 2 := by
  have hQP : (1 - sectorProj S) * sectorProj S = 0 := by
    rw [sub_mul, one_mul, sectorProj_mul_self hS2, sub_self]
  -- the coupling leads out of a sector, so it cannot act twice
  have hX : sectorCoupling S H * sectorCoupling S H = 0 := by
    calc sectorCoupling S H * sectorCoupling S H
        = sectorProj S * H * ((1 - sectorProj S) * sectorProj S) *
            (H * (1 - sectorProj S)) := by simp only [sectorCoupling, mul_assoc]
      _ = 0 := by rw [hQP, mul_zero, zero_mul]
  have hsplit : H - blockDiagonal S H = sectorCoupling S H + star (sectorCoupling S H) := by
    rw [star_sectorCoupling hH hS, blockDiagonal, sectorCoupling]
    noncomm_ring
  rw [← norm_add_star_of_sq_zero hX, ← hsplit, norm_sub_blockDiagonal H hS hS2]
```

A norm vanishes only for the zero element, so the coupling is zero exactly when $H$ and $S$ commute.

```lean
/-- For a Hermitian `H` and a Hermitian involution `S`, the sector coupling vanishes
exactly when `H` and `S` commute. -/
theorem sectorCoupling_eq_zero_iff {S H : A} (hH : IsSelfAdjoint H) (hS : IsSelfAdjoint S)
    (hS2 : S * S = 1) : sectorCoupling S H = 0 ↔ H * S = S * H := by
  have m := norm_sectorCoupling hH hS hS2
  constructor
  · intro h
    rw [h, norm_zero] at m
    exact sub_eq_zero.1 (norm_eq_zero.1 (by linarith))
  · intro h
    rw [h, sub_self, norm_zero, zero_div] at m
    exact norm_eq_zero.1 m
```

## Residual of a sector eigenstate

Suppose $S\psi=\psi$ and $PH\psi=E\psi$. Then $P\psi=\psi$ and

$$H\psi-E\psi=QHP\psi=X^\dagger\psi,$$

whose norm is at most $\frac12\|HS-SH\|\,\|\psi\|$. For quantum simulation with a bounded $H$ and one involution, half the commutator norm thus bounds the residual of a normalised eigenstate computed within the sector. A small residual places $E$ near the spectrum of $H$, but $\psi$ can still be far from every eigenstate of $H$ when levels lie close together. For a molecule, the finite basis in which $H$ is written is a separate approximation.

```lean
/-- Let `H` be Hermitian and `S` a Hermitian involution. If `ψ` lies in the sector `S = +1` and
solves the projected equation `P H ψ = E ψ`, then the residual of the full eigenvalue equation
is at most half the commutator norm times the norm of `ψ`. -/
theorem tapered_eigenstate_residual {V : Type*} [NormedAddCommGroup V] [InnerProductSpace ℂ V]
    [CompleteSpace V] {S H : V →L[ℂ] V} (hH : IsSelfAdjoint H) (hS : IsSelfAdjoint S)
    (hS2 : S * S = 1) {ψ : V} {E : ℝ} (hψ : S ψ = ψ)
    (hE : sectorProj S (H ψ) = (E : ℂ) • ψ) :
    ‖H ψ - (E : ℂ) • ψ‖ ≤ ‖H * S - S * H‖ / 2 * ‖ψ‖ := by
  have hP : sectorProj S ψ = ψ := by
    change (1 / 2 : ℂ) • (ψ + S ψ) = ψ
    rw [hψ]
    module
  -- the residual is the part of H ψ that leaves the sector
  have key : H ψ - (E : ℂ) • ψ = star (sectorCoupling S H) ψ := by
    rw [star_sectorCoupling hH hS, ← hE]
    change _ = H (sectorProj S ψ) - sectorProj S (H (sectorProj S ψ))
    rw [hP]
  rw [key, ← norm_sectorCoupling hH hS hS2, ← norm_star (sectorCoupling S H)]
  exact ContinuousLinearMap.le_opNorm _ _
```

For matrices the statement is written out without the definitions, and the norm is the largest singular value.

```lean
/-- For a Hermitian matrix `H` and a Hermitian involution `S`, the spectral norm of
`P H (1 - P)` with `P = (1 + S)/2` is half that of the commutator. -/
theorem matrix_norm_sectorCoupling {n : Type*} [Fintype n] [DecidableEq n]
    {S H : Matrix n n ℂ} (hH : H.IsHermitian) (hS : S.IsHermitian) (hS2 : S * S = 1) :
    ‖((1 / 2 : ℂ) • (1 + S)) * H * (1 - (1 / 2 : ℂ) • (1 + S))‖ = ‖H * S - S * H‖ / 2 :=
  norm_sectorCoupling hH.isSelfAdjoint hS.isSelfAdjoint hS2
```

## One qubit with $H=\sigma_z+\sigma_x$ and $S=\sigma_z$

Here $P=\mathrm{diag}(1,0)$, and

$$PHQ=\begin{pmatrix}0&1\\0&0\end{pmatrix},\qquad HS-SH=\begin{pmatrix}0&-2\\2&0\end{pmatrix}.$$

The spectral norms are $1$ and $2$, as the theorem requires. In the Frobenius norm they would be $1$ and $2\sqrt2$, and the equality would fail. The normalised state $\psi=(1,0)^T$ has $E=1$ and residual $(0,1)^T$ of norm $1$, so it attains the bound.

The last theorem checks that these matrices satisfy the hypotheses and do not commute.

```lean
/-- The qubit Hamiltonian `Z + X` and the involution `Z` are Hermitian and do not commute. -/
theorem approximate_symmetry_witness :
    (!![1, 1; 1, -1] : Matrix (Fin 2) (Fin 2) ℂ).IsHermitian ∧
    (!![1, 0; 0, -1] : Matrix (Fin 2) (Fin 2) ℂ).IsHermitian ∧
    (!![1, 0; 0, -1] : Matrix (Fin 2) (Fin 2) ℂ) * !![1, 0; 0, -1] = 1 ∧
    (!![1, 1; 1, -1] : Matrix (Fin 2) (Fin 2) ℂ) * !![1, 0; 0, -1] ≠
      !![1, 0; 0, -1] * !![1, 1; 1, -1] := by
  refine ⟨Matrix.IsHermitian.ext ?_, Matrix.IsHermitian.ext ?_, ?_, ?_⟩
  · intro i j
    fin_cases i <;> fin_cases j <;> simp
  · intro i j
    fin_cases i <;> fin_cases j <;> simp
  · ext i j
    fin_cases i <;> fin_cases j <;> simp [Matrix.mul_apply, Fin.sum_univ_succ]
  · intro h
    have h01 := congrFun (congrFun h 0) 1
    norm_num [Matrix.mul_apply, Fin.sum_univ_succ] at h01

end

end ApproximateSymmetryTapering
```

```lean
#print axioms ApproximateSymmetryTapering.norm_sectorCoupling
#print axioms ApproximateSymmetryTapering.sectorCoupling_eq_zero_iff
#print axioms ApproximateSymmetryTapering.tapered_eigenstate_residual
#print axioms ApproximateSymmetryTapering.matrix_norm_sectorCoupling
```

```
'ApproximateSymmetryTapering.norm_sectorCoupling' depends on axioms: [propext, Classical.choice, Quot.sound]
'ApproximateSymmetryTapering.sectorCoupling_eq_zero_iff' depends on axioms: [propext, Classical.choice, Quot.sound]
'ApproximateSymmetryTapering.tapered_eigenstate_residual' depends on axioms: [propext, Classical.choice, Quot.sound]
'ApproximateSymmetryTapering.matrix_norm_sectorCoupling' depends on axioms: [propext, Classical.choice, Quot.sound]
```
